# A three-state model in which the density-based basis-set correction removes half of the basis-set error

The model has three states with internal energies 2, 1 and 0 and no external energy; the first two states share a density and the third has a different one. The basis set `B` contains only the first state, and its correction at a density is the lowest internal energy among all states with that density minus the lowest among those in `B`. The theorem `three_state_model` states that the minimum energy is 0 over all states, 2 over `B` without the correction, and 1 over `B` with it. For each minimum the proof names a state that attains it and checks that no allowed state lies lower. The corrected case is first turned, by `isLeast_corrected_iff`, into minimising the total energy over all states whose density occurs in `B`.

The first attempt, which Lean rejects:

```lean
import Mathlib

open Set

namespace DensityBasisCorrection

noncomputable section

variable {S D : Type*} (d : S → D) (T : S → ℝ) (v : D → ℝ)

/-- Total energy of a state: internal energy plus the external energy of its density. -/
def energy (s : S) : ℝ := T s + v (d s)

/-- Constrained search: the infimum of the internal energies of the states of `A` with density `n`.
It has this meaning when such states exist and their internal energies are bounded below. -/
def constrainedMin (A : Set S) (n : D) : ℝ := sInf (T '' {s | s ∈ A ∧ d s = n})

/-- The basis-set correction at density `n`: the constrained search over all states minus the
constrained search over `B`. -/
def correction (B : Set S) (n : D) : ℝ :=
  constrainedMin d T univ n - constrainedMin d T B n

/-- Total energy of a state plus the basis-set correction for `B` at its density. -/
def correctedEnergy (B : Set S) (s : S) : ℝ := energy d T v s + correction d T B (d s)

/-- At the density of any state of `A`, the constrained search over `A` is an attained minimum. -/
theorem constrainedMin_isLeast [Finite S] {A : Set S} {s : S} (hs : s ∈ A) :
    IsLeast (T '' {t | t ∈ A ∧ d t = d s}) (constrainedMin d T A (d s)) := by
  have hf : (T '' {t | t ∈ A ∧ d t = d s}).Finite := (Set.toFinite _).image T
  have hne : (T '' {t | t ∈ A ∧ d t = d s}).Nonempty := ⟨T s, s, ⟨hs, rfl⟩, rfl⟩
  exact ⟨hne.csInf_mem hf, fun x hx => csInf_le hf.bddBelow hx⟩

/-- For each state of `B` some state of the full space has the same density and a total energy
no higher than the corrected energy. -/
theorem exists_energy_le_corrected [Finite S] {B : Set S} {s : S} (hs : s ∈ B) :
    ∃ t, d t = d s ∧ energy d T v t ≤ correctedEnergy d T v B s := by
  -- take the minimiser of the full constrained search at the density of `s`
  obtain ⟨⟨t, ⟨_, htd⟩, htT⟩, _⟩ := constrainedMin_isLeast d T (Set.mem_univ s)
  have hB : constrainedMin d T B (d s) ≤ T s :=
    (constrainedMin_isLeast d T hs).2 ⟨s, ⟨hs, rfl⟩, rfl⟩
  refine ⟨t, htd, ?_⟩
  simp only [energy, correctedEnergy, correction, htd]
  linarith

/-- For each state whose density is realised in `B`, some state of `B` has the same density and
a corrected energy no higher than the total energy of the given state. -/
theorem exists_corrected_le_energy [Finite S] {B : Set S} {b t : S} (hb : b ∈ B)
    (hbt : d b = d t) :
    ∃ s ∈ B, d s = d t ∧ correctedEnergy d T v B s ≤ energy d T v t := by
  -- take the minimiser of the constrained search inside `B`
  obtain ⟨⟨s, ⟨hs, hsd⟩, hsT⟩, _⟩ := constrainedMin_isLeast d T hb
  have hF : constrainedMin d T univ (d t) ≤ T t :=
    (constrainedMin_isLeast d T (Set.mem_univ t)).2 ⟨t, ⟨Set.mem_univ t, rfl⟩, rfl⟩
  rw [hbt] at hsd hsT
  refine ⟨s, hs, hsd, ?_⟩
  simp only [energy, correctedEnergy, correction, hsd]
  linarith

/-- If every element of each of two sets of energies is bounded below by an element of the other,
a minimum of the first is a minimum of the second. -/
theorem isLeast_of_dominated {X Y : Set ℝ} {E : ℝ} (hXY : ∀ x ∈ X, ∃ y ∈ Y, y ≤ x)
    (hYX : ∀ y ∈ Y, ∃ x ∈ X, x ≤ y) (hE : IsLeast X E) : IsLeast Y E := by
  have hlow : ∀ y ∈ Y, E ≤ y := fun y hy => by
    obtain ⟨x, hx, hxy⟩ := hYX y hy
    exact (hE.2 hx).trans hxy
  obtain ⟨y, hy, hyE⟩ := hXY E hE.1
  have h : y = E := le_antisymm hyE (hlow y hy)
  exact ⟨h ▸ hy, fun z hz => hlow z hz⟩

/-- A number is the minimum of the corrected energy over `B` exactly when it is the minimum of the
total energy over all states whose density is realised in `B`. -/
theorem isLeast_corrected_iff [Finite S] (B : Set S) (E : ℝ) :
    IsLeast (correctedEnergy d T v B '' B) E ↔
      IsLeast (energy d T v '' {s | d s ∈ d '' B}) E := by
  have h1 : ∀ x ∈ correctedEnergy d T v B '' B,
      ∃ y ∈ energy d T v '' {s | d s ∈ d '' B}, y ≤ x := by
    rintro _ ⟨s, hs, rfl⟩
    obtain ⟨t, htd, hle⟩ := exists_energy_le_corrected d T v hs
    exact ⟨_, ⟨t, ⟨s, hs, htd.symm⟩, rfl⟩, hle⟩
  have h2 : ∀ y ∈ energy d T v '' {s | d s ∈ d '' B},
      ∃ x ∈ correctedEnergy d T v B '' B, x ≤ y := by
    rintro _ ⟨t, ⟨b, hb, hbt⟩, rfl⟩
    obtain ⟨s, hs, _, hle⟩ := exists_corrected_le_energy d T v hb hbt
    exact ⟨_, ⟨s, hs, rfl⟩, hle⟩
  exact ⟨isLeast_of_dominated h1 h2, isLeast_of_dominated h2 h1⟩

/-- Three states with internal energies 2, 1, 0, the first two sharing a density that the third
lacks, and no external energy: with only the first state in `B`, the exact, corrected and
uncorrected minima are 0, 1 and 2. -/
theorem three_state_model :
    IsLeast (range (energy (![0, 0, 1] : Fin 3 → Fin 2) ![2, 1, 0] (fun _ => 0))) 0 ∧
    IsLeast (correctedEnergy (![0, 0, 1] : Fin 3 → Fin 2) ![2, 1, 0] (fun _ => 0) {0} '' {0}) 1 ∧
    IsLeast (energy (![0, 0, 1] : Fin 3 → Fin 2) ![2, 1, 0] (fun _ => 0) '' {0}) 2 := by
  refine ⟨⟨⟨2, by norm_num [energy]⟩, ?_⟩, ?_, ⟨⟨0, rfl, by norm_num [energy]⟩, ?_⟩⟩
  · rintro _ ⟨s, rfl⟩
    fin_cases s <;> norm_num [energy]
  · -- the main equivalence replaces the corrected problem by the density-restricted one
    rw [isLeast_corrected_iff]
    refine ⟨⟨1, ⟨0, rfl, rfl⟩, by norm_num [energy]⟩, ?_⟩
    rintro _ ⟨s, ⟨b, hb, hbs⟩, rfl⟩
    obtain rfl : b = 0 := hb
    fin_cases s <;> simp [energy] at hbs ⊢
  · rintro _ ⟨s, hs, rfl⟩
    obtain rfl : s = 0 := hs
    norm_num [energy]

end

end DensityBasisCorrection
```

Compiling this gives:

```
Main.lean:94:15: error: unsolved goals
⊢ ![2, 1, 0] 2 = 0
```

As a diff, the version that Lean accepts:

```diff
@@ -92,5 +92,5 @@
     IsLeast (correctedEnergy (![0, 0, 1] : Fin 3 → Fin 2) ![2, 1, 0] (fun _ => 0) {0} '' {0}) 1 ∧
     IsLeast (energy (![0, 0, 1] : Fin 3 → Fin 2) ![2, 1, 0] (fun _ => 0) '' {0}) 2 := by
-  refine ⟨⟨⟨2, by norm_num [energy]⟩, ?_⟩, ?_, ⟨⟨0, rfl, by norm_num [energy]⟩, ?_⟩⟩
+  refine ⟨⟨⟨2, by norm_num [energy]; rfl⟩, ?_⟩, ?_, ⟨⟨0, rfl, by norm_num [energy]⟩, ?_⟩⟩
   · rintro _ ⟨s, rfl⟩
     fin_cases s <;> norm_num [energy]
```

What went wrong. The error is in the first part of the theorem, where the third state, index `2`, is offered as the one with energy 0. Lean has to check that its `energy` equals 0. The call `norm_num [energy]` unfolds the definition and removes the zero external energy, but it stops at `![2, 1, 0] 2 = 0`. What remains is true and says only that the entry of the list at index `2` is 0. `norm_num` did not carry out that lookup with the index written as the literal `2`, though the similar calls for the states `0` and `1` succeed.

The repair adds `rfl` after `norm_num [energy]`. `rfl` proves an equation whose two sides are the same by definition. Unfolding the list notation at index `2` gives its last entry, which is the `0` on the right-hand side, so the goal closes with no arithmetic on real numbers.
